# A shift $k\cdot n$ of the surface energy is invisible to slabs and to tetrahedra of non-zero volume, and zinc-blende symmetry forces $k=0$

Take the tetrahedron with vertices at the origin and at the unit vectors $e_0,e_1,e_2$ (axes are numbered from zero, as in Lean). Give each face a vector $A$ along its outward normal with length equal to its area. The three right-angled faces get $-\tfrac12 e_0$, $-\tfrac12 e_1$, $-\tfrac12 e_2$, the slanted face gets $\tfrac12(1,1,1)$, and the four add to zero. Let $\gamma(n)$ be the energy per area of a face with unit normal $n$, so that a face costs $|A|\,\gamma(A/|A|)$. Replacing $\gamma(n)$ by $\gamma(n)+k\cdot n$, for a fixed vector $k$, adds $k\cdot A$ to each face and hence zero to the total.

This bears on electronic-structure calculations for polar surfaces, within a continuum model of flat facets without edge or corner energies: the total energies treated below cannot distinguish $\gamma$ from its shift.

## Vectors, facets and energies

```lean
import Mathlib

open Matrix

namespace PolarSurfaceEnergy

noncomputable section

/-- Vectors of three-dimensional space. -/
abbrev Vec := Fin 3 → ℝ

/-- Euclidean length of a vector. -/
def len (v : Vec) : ℝ := Real.sqrt (v ⬝ᵥ v)

/-- The vector divided by its length. -/
def dir (v : Vec) : Vec := (len v)⁻¹ • v
```

Vectors have components $0,1,2$; `⬝ᵥ` and `⨯₃` are the dot and cross products. `len` is the Euclidean length $|v|$ and `dir v` is $\hat v=v/|v|$. At $v=0$ Lean returns $\hat v=0$, which is not a unit normal, so part (d) asks for a non-zero area vector.

```lean
/-- Area vector `½ (b - a) × (c - a)` of the oriented triangle `a b c`. -/
def areaVec (a b c : Vec) : Vec := (1 / 2 : ℝ) • ((b - a) ⨯₃ (c - a))

/-- Triple product of the edges from `a`: six times the signed volume of the tetrahedron. -/
def triple (a b c d : Vec) : ℝ := ((b - a) ⨯₃ (c - a)) ⬝ᵥ (d - a)

/-- Area vector of the face `a b c`, kept if it has positive component along `a - d` and reversed
otherwise; for non-zero volume it points away from the vertex `d`. -/
def outwardArea (a b c d : Vec) : Vec :=
  if 0 < areaVec a b c ⬝ᵥ (a - d) then areaVec a b c else -areaVec a b c
```

For vertices $a,b,c,d$ write $A(abc)=\tfrac12(b-a)\times(c-a)$ and $T=[(b-a)\times(c-a)]\cdot(d-a)$, six times the signed volume. In `outwardArea a b c d` the first three arguments span the face and the last is the opposite vertex. The sign is kept if $A(abc)\cdot(a-d)>0$ and reversed otherwise; call the result $A^{\rm out}$.

```lean
/-- Energy of a facet with area vector `A`: area times `γ` at the facet normal. -/
def facetEnergy (γ : Vec → ℝ) (A : Vec) : ℝ := len A * γ (dir A)

/-- Surface energy of the tetrahedron `a b c d`: the sum over its four outward facets. -/
def surfaceEnergy (γ : Vec → ℝ) (a b c d : Vec) : ℝ :=
  facetEnergy γ (outwardArea b c d a) + facetEnergy γ (outwardArea a c d b)
    + facetEnergy γ (outwardArea a b d c) + facetEnergy γ (outwardArea a b c d)

/-- The shifted surface energy density `γ(n) + k · n`. -/
def shift (γ : Vec → ℝ) (k : Vec) : Vec → ℝ := fun n => γ n + k ⬝ᵥ n

/-- The slab sum `γ(n) + γ(-n)` of two opposite faces. -/
def slabSum (γ : Vec → ℝ) (n : Vec) : ℝ := γ n + γ (-n)
```

The density $\gamma$ is an arbitrary real function of a vector, with no continuity or positivity assumed. It depends on orientation alone, so facet size and strain do not enter. The tetrahedron energy $E$ is the sum over four faces, and `slabSum` is the energy per area of two opposite faces.

```lean
/-- The four directions (1,1,1), (1,-1,-1), (-1,1,-1), (-1,-1,1) of the zinc-blende lattice. -/
def zb : Fin 4 → Vec := ![![1, 1, 1], ![1, -1, -1], ![-1, 1, -1], ![-1, -1, 1]]

/-- `γ` takes the same value on the four zinc-blende unit normals. -/
def ZBSymmetric (γ : Vec → ℝ) : Prop := ∀ i j, γ (dir (zb i)) = γ (dir (zb j))
```

The vectors $n_0,\dots,n_3$ are `zb 0` to `zb 3` and are unnormalised; the unit normals are $\hat n_i=n_i/\sqrt3$. `ZBSymmetric` demands equal $\gamma$ on these four. It stands for the equivalence of the four $\{111\}$ faces of one polarity, which the twofold rotations about the cube axes carry into one another. It is assumed, not derived from a lattice, and says nothing about $-\hat n_i$.

## (a) Face vectors against the opposite edge

*Show that the face vectors, dotted with an edge from the opposite vertex, give $\pm T/2$ with alternating signs.*

Put $u=b-a$, $v=c-a$, $w=d-a$, so $T=(u\times v)\cdot w$. Then
$$A(bcd)=\tfrac12(v-u)\times(w-u)=\tfrac12(v\times w+w\times u+u\times v),$$
and only $v\times w$ survives the dot product with $b-a=u$, giving $T/2$. Likewise $A(acd)\cdot(a-b)=-\tfrac12(v\times w)\cdot u=-T/2$, $A(abd)\cdot(a-c)=-\tfrac12(u\times w)\cdot v=T/2$ and $A(abc)\cdot(a-d)=-\tfrac12(u\times v)\cdot w=-T/2$. Lean expands everything in components and `ring` closes the polynomial identities, for any four points.

```lean
/-- Each face vector, dotted with an edge from the opposite vertex to the face, gives half the
triple product, with alternating signs. -/
theorem face_dots (a b c d : Vec) :
    areaVec b c d ⬝ᵥ (b - a) = triple a b c d / 2 ∧
    areaVec a c d ⬝ᵥ (a - b) = -triple a b c d / 2 ∧
    areaVec a b d ⬝ᵥ (a - c) = triple a b c d / 2 ∧
    areaVec a b c ⬝ᵥ (a - d) = -triple a b c d / 2 := by
  refine ⟨?_, ?_, ?_, ?_⟩ <;>
    (simp only [areaVec, triple, dotProduct, Fin.sum_univ_three]; simp [cross_apply]; ring)
```

## (b) The outward vector is normal, outward and of the right length

*For $T\neq0$, show that $A^{\rm out}$ of face $abc$ has positive component along $a-d$, is orthogonal to $u$ and $v$, and has squared length $\tfrac14\left(|u|^2|v|^2-(u\cdot v)^2\right)$.*

Orthogonality and the length are properties of the cross product and survive a change of sign. With $\theta$ the angle between the edges, the length formula reads $(\tfrac12|u||v|\sin\theta)^2$, the squared triangle area. By (a), $A(abc)\cdot(a-d)=-T/2\ne0$, so it is either positive and kept, or negative and reversed. These steps are `h`, `hx` and the two branches of `split_ifs`.

```lean
/-- For non-zero volume the outward area vector points away from the fourth vertex, is normal to
two edges `u`, `v` of the face, and has squared length `(|u|²|v|² - (u·v)²)/4`. -/
theorem outwardArea_spec {a b c d : Vec} (hT : triple a b c d ≠ 0) :
    0 < outwardArea a b c d ⬝ᵥ (a - d) ∧
    outwardArea a b c d ⬝ᵥ (b - a) = 0 ∧ outwardArea a b c d ⬝ᵥ (c - a) = 0 ∧
    outwardArea a b c d ⬝ᵥ outwardArea a b c d =
      (((b - a) ⬝ᵥ (b - a)) * ((c - a) ⬝ᵥ (c - a)) - ((b - a) ⬝ᵥ (c - a)) ^ 2) / 4 := by
  have h : areaVec a b c ⬝ᵥ (b - a) = 0 ∧ areaVec a b c ⬝ᵥ (c - a) = 0 ∧
      areaVec a b c ⬝ᵥ areaVec a b c =
      (((b - a) ⬝ᵥ (b - a)) * ((c - a) ⬝ᵥ (c - a)) - ((b - a) ⬝ᵥ (c - a)) ^ 2) / 4 := by
    refine ⟨?_, ?_, ?_⟩ <;>
      (simp only [areaVec, dotProduct, Fin.sum_univ_three]; simp [cross_apply]; ring)
  have hx : areaVec a b c ⬝ᵥ (a - d) ≠ 0 := by
    rw [(face_dots a b c d).2.2.2]
    intro h0
    apply hT
    linarith
  unfold outwardArea
  split_ifs with hp
  · exact ⟨hp, h⟩
  · have hn : areaVec a b c ⬝ᵥ (a - d) < 0 := lt_of_le_of_ne (not_lt.mp hp) hx
    simp only [neg_dotProduct, dotProduct_neg, neg_neg]
    exact ⟨by linarith, by rw [h.1, neg_zero], by rw [h.2.1, neg_zero], h.2.2⟩
```

## (c) The four outward vectors sum to zero

*For $T\ne0$, show that the four $A^{\rm out}$ add to the zero vector.*

From the expressions in (a),
$$A(bcd)-A(acd)+A(abd)-A(abc)=\tfrac12(v\times w+w\times u+u\times v)-\tfrac12 v\times w+\tfrac12 u\times w-\tfrac12 u\times v=0 .$$
This is `hc`. For $T>0$ the signs in (a) keep the first and third vectors and reverse the other two, so the outward sum is this alternating sum. For $T<0$ it is the negative. The two cases end in `linear_combination hc` and `linear_combination -hc`.

With $T=0$ the statement can fail. For the unit square $a=(0,0,0)$, $b=(1,0,0)$, $c=(1,1,0)$, $d=(0,1,0)$ all four face vectors equal $(0,0,\tfrac12)$ and all test products vanish. Every vector is reversed and the sum is $(0,0,-2)$. In a program, `outwardArea` is one cross product and one sign test per face, and rounding errors can spoil that test when the tetrahedron is nearly flat.

```lean
/-- The four outward area vectors of a tetrahedron of non-zero volume sum to zero. -/
theorem outwardArea_sum {a b c d : Vec} (hT : triple a b c d ≠ 0) :
    outwardArea b c d a + outwardArea a c d b + outwardArea a b d c + outwardArea a b c d = 0 := by
  -- the alternating sum of the face vectors vanishes identically
  have hc : areaVec b c d - areaVec a c d + areaVec a b d - areaVec a b c = 0 := by
    ext i
    fin_cases i <;> simp [areaVec, cross_apply] <;> ring
  obtain ⟨h0, h1, h2, h3⟩ := face_dots a b c d
  unfold outwardArea
  rw [h0, h1, h2, h3]
  -- the sign of the volume selects the alternating sum or its negative
  rcases lt_or_gt_of_ne hT with h | h
  · have c0 : ¬ 0 < triple a b c d / 2 := by intro h'; linarith
    have c1 : 0 < -triple a b c d / 2 := by linarith
    simp only [if_neg c0, if_pos c1]
    linear_combination -hc
  · have c0 : 0 < triple a b c d / 2 := by linarith
    have c1 : ¬ 0 < -triple a b c d / 2 := by intro h'; linarith
    simp only [if_pos c0, if_neg c1]
    linear_combination hc
```

## (d) The shift adds $k\cdot A$ to one facet

*For $A\neq0$, show that $\hat A$ is a unit vector and that the shift raises the facet energy by $k\cdot A$.*

Since $A\cdot A>0$, the length is non-zero and $|A|^2=A\cdot A$ (`hl`, `hsq`), so $\hat A\cdot\hat A=1$. Then
$$|A|\left(\gamma(\hat A)+k\cdot\hat A\right)=|A|\gamma(\hat A)+|A|\,|A|^{-1}\,k\cdot A .$$

```lean
/-- A facet of non-zero area vector `A` has a unit normal, and the shift adds `k · A` to its
energy. -/
theorem facetEnergy_shift (γ : Vec → ℝ) (k : Vec) {A : Vec} (hA : A ≠ 0) :
    dir A ⬝ᵥ dir A = 1 ∧ facetEnergy (shift γ k) A = facetEnergy γ A + k ⬝ᵥ A := by
  have h0 : 0 ≤ A ⬝ᵥ A := Finset.sum_nonneg fun i _ => mul_self_nonneg (A i)
  have h1 : A ⬝ᵥ A ≠ 0 := fun h => hA (dotProduct_self_eq_zero.mp h)
  have hl : len A ≠ 0 := (Real.sqrt_pos.mpr (lt_of_le_of_ne h0 h1.symm)).ne'
  have hsq : len A * len A = A ⬝ᵥ A := Real.mul_self_sqrt h0
  constructor
  · simp only [dir, smul_dotProduct, dotProduct_smul, smul_eq_mul]
    rw [← hsq, ← mul_assoc (len A)⁻¹ (len A) (len A), inv_mul_cancel₀ hl, one_mul,
      inv_mul_cancel₀ hl]
  · simp only [facetEnergy, shift, dir, dotProduct_smul, smul_eq_mul]
    rw [mul_add, mul_inv_cancel_left₀ hl]
```

## (e) The tetrahedron energy is unchanged

*For $T\ne0$ and any $\gamma$ and $k$, show that $E$ is the same for $\gamma$ and its shift.*

Part (d) needs each $A^{\rm out}$ non-zero, and (b) gives this because the zero vector has no positive component along any edge (`nz`). To apply (b) to the other three faces the vertices are relabelled, and comparing two instances of (a) shows that the relabelled triple products are $-T$, $T$, $-T$ (used in `t0`, `t1`, `t2`). The change in $E$ is $k\cdot\sum A^{\rm out}$, which is zero by (c); this is `hs`. For the flat square above the change would be $-2k_2$. The theorem covers tetrahedra, not general polyhedra.

```lean
/-- Replacing `γ(n)` by `γ(n) + k · n` leaves the surface energy of a tetrahedron of non-zero
volume unchanged. -/
theorem surfaceEnergy_shift (γ : Vec → ℝ) (k : Vec) {a b c d : Vec}
    (hT : triple a b c d ≠ 0) :
    surfaceEnergy (shift γ k) a b c d = surfaceEnergy γ a b c d := by
  have nz : ∀ p q r s, triple p q r s ≠ 0 → outwardArea p q r s ≠ 0 := by
    intro p q r s h h0
    have h1 := (outwardArea_spec h).1
    rw [h0, zero_dotProduct] at h1
    exact lt_irrefl _ h1
  obtain ⟨h0, h1, h2, _⟩ := face_dots a b c d
  have t0 : triple b c d a ≠ 0 := fun h => hT (by linarith [(face_dots b c d a).2.2.2])
  have t1 : triple a c d b ≠ 0 := fun h => hT (by linarith [(face_dots a c d b).2.2.2])
  have t2 : triple a b d c ≠ 0 := fun h => hT (by linarith [(face_dots a b d c).2.2.2])
  -- the total change is k dotted with the sum of the outward area vectors
  have hs := congrArg (fun v => k ⬝ᵥ v) (outwardArea_sum hT)
  simp only [dotProduct_add, dotProduct_zero] at hs
  unfold surfaceEnergy
  rw [(facetEnergy_shift γ k (nz _ _ _ _ t0)).2, (facetEnergy_shift γ k (nz _ _ _ _ t1)).2,
    (facetEnergy_shift γ k (nz _ _ _ _ t2)).2, (facetEnergy_shift γ k (nz _ _ _ _ hT)).2]
  linarith
```

## (f) Slab sum and polar difference

*Show that $\gamma(n)+\gamma(-n)$ is unchanged and that $\gamma(n)-\gamma(-n)$ moves by $2k\cdot n$.*

The two faces gain $k\cdot n$ and $k\cdot(-n)=-k\cdot n$, which cancel in the sum and double in the difference. No condition on $n$ is needed.

In a slab calculation with total energy $E_{\rm slab}$, cross-section $S$, atom numbers $N_s$ and chemical potentials $\mu_s$ for species $s$, the quantity obtained is $(E_{\rm slab}-\sum_s N_s\mu_s)/S$. For a thick slab with no macroscopic electric field inside, and with the $\mu_s$ adding up over a formula unit to the bulk energy, this is the slab sum. It equals $2\gamma(n)$ exactly when $\gamma(n)=\gamma(-n)$, which is guaranteed when a symmetry relates the two faces.

```lean
/-- The shift leaves the slab sum unchanged and moves the difference `γ(n) - γ(-n)` by
`2 k · n`. -/
theorem slabSum_shift (γ : Vec → ℝ) (k n : Vec) :
    slabSum (shift γ k) n = slabSum γ n ∧
    shift γ k n - shift γ k (-n) = γ n - γ (-n) + 2 * (k ⬝ᵥ n) := by
  simp only [slabSum, shift, dotProduct_neg]
  constructor <;> ring
```

## (g) Equal projections on the four directions force $k=0$

*If $k\cdot n_i$ is the same for all $i$, show that $k=0$.*

The projections are $k_0+k_1+k_2$, $k_0-k_1-k_2$, $-k_0+k_1-k_2$ and $-k_0-k_1+k_2$ (the conjunction `e`). Equating the first to each of the others gives $k_1+k_2=0$, $k_0+k_2=0$ and $k_0+k_1=0$. Their sum gives $k_0+k_1+k_2=0$, and subtracting each equation leaves $k_0=k_1=k_2=0$. `linarith` finds these combinations from `h 0 1`, `h 0 2`, `h 0 3`.

Three directions are not enough: $k=n_3$ has $k\cdot n_0=k\cdot n_1=k\cdot n_2=-1$, and only $k\cdot n_3=3$ excludes it.

```lean
/-- If `k · n` is equal on the four zinc-blende directions, then `k = 0`. -/
theorem eq_zero_of_zb_equal {k : Vec} (h : ∀ i j, k ⬝ᵥ zb i = k ⬝ᵥ zb j) : k = 0 := by
  have e : k ⬝ᵥ zb 0 = k 0 + k 1 + k 2 ∧ k ⬝ᵥ zb 1 = k 0 - k 1 - k 2 ∧
      k ⬝ᵥ zb 2 = -k 0 + k 1 - k 2 ∧ k ⬝ᵥ zb 3 = -k 0 - k 1 + k 2 := by
    refine ⟨?_, ?_, ?_, ?_⟩ <;>
      (simp only [dotProduct, Fin.sum_univ_three]; simp [zb] <;> ring)
  obtain ⟨e0, e1, e2, e3⟩ := e
  have k0 : k 0 = 0 := by linarith [h 0 1, h 0 2, h 0 3]
  have k1 : k 1 = 0 := by linarith [h 0 1, h 0 2, h 0 3]
  have k2 : k 2 = 0 := by linarith [h 0 1, h 0 2, h 0 3]
  ext i
  fin_cases i
  · exact k0
  · exact k1
  · exact k2
```

## (h) Length of the zinc-blende directions

*Show that $n_i\cdot n_i=3$.*

Each component is $\pm1$, so the three squares add to $3$; `fin_cases` runs through the four vectors.

```lean
/-- Each zinc-blende direction has squared length three. -/
theorem zb_dot_self (i : Fin 4) : zb i ⬝ᵥ zb i = 3 := by
  fin_cases i <;> simp [zb, dotProduct, Fin.sum_univ_three] <;> norm_num
```

## (i) The shift respects the symmetry exactly when $k=0$

*Let $\gamma$ be equal on the four $\hat n_i$. Show that the shifted density is equal on them if and only if $k=0$.*

Subtract $\gamma(\hat n_i)=\gamma(\hat n_j)$ from $\gamma(\hat n_i)+k\cdot\hat n_i=\gamma(\hat n_j)+k\cdot\hat n_j$ to get $k\cdot\hat n_i=k\cdot\hat n_j$ (`h3`). By (h) both sides carry the factor $1/\sqrt3$, which cancels, and (g) gives $k=0$. The converse is immediate, since the zero shift changes nothing.

Without `hγ` the forward direction fails: for $\gamma(n)=c-k\cdot n$ with $k\ne0$ and a constant $c>|k|$, which is positive on all unit normals, the shifted density equals $c$ everywhere, hence is symmetric. The theorem removes the freedom within the family of linear shifts; it does not address whether other changes of $\gamma$ could also go undetected.

```lean
/-- If `γ` is equal on the four zinc-blende unit normals, the shifted density is equal on them
exactly when `k = 0`. -/
theorem zbSymmetric_shift_iff {γ : Vec → ℝ} (hγ : ZBSymmetric γ) (k : Vec) :
    ZBSymmetric (shift γ k) ↔ k = 0 := by
  have hl : ∀ i, len (zb i) = Real.sqrt 3 := fun i => by rw [len, zb_dot_self]
  have hs : Real.sqrt 3 ≠ 0 := by positivity
  constructor
  · intro h
    apply eq_zero_of_zb_equal
    intro i j
    have h1 := h i j
    have h2 := hγ i j
    simp only [shift] at h1
    have h3 : k ⬝ᵥ dir (zb i) = k ⬝ᵥ dir (zb j) := by linarith
    simp only [dir, hl, dotProduct_smul, smul_eq_mul] at h3
    exact mul_left_cancel₀ (inv_ne_zero hs) h3
  · rintro rfl i j
    simp only [shift, zero_dotProduct, add_zero]
    exact hγ i j
```

## (j) The regular tetrahedron bounded by faces of one polarity

*For vertices $a,b,c,d=-n_0,-n_1,-n_2,-n_3$, show that $T=16$ and $E=2\sqrt3\sum_i\gamma(\hat n_i)$, and that $E=8\sqrt3\,\gamma(\hat n_0)$ under the symmetry.*

Here $u=(0,2,2)$, $v=(2,0,2)$, $w=(2,2,0)$, so $u\times v=(4,4,-4)$ and $T=16$. As $T>0$, the second and fourth face vectors are reversed. One finds $-A(acd)=(2,-2,-2)=2n_1$, $A(abd)=(-2,2,-2)=2n_2$ and $-A(abc)=(-2,-2,2)=2n_3$, and (c) then gives $A(bcd)=(2,2,2)=2n_0$. In Lean all four are computed directly in `f`. Each face has area $|2n_i|=2\sqrt3$ and unit normal $\hat n_i$, so it costs $2\sqrt3\,\gamma(\hat n_i)$, which is `hf`. Summing gives `hE`, and `h 1 0`, `h 2 0`, `h 3 0` make the four terms equal. The theorem fixes one size, with edge length $2\sqrt2$ and total area $8\sqrt3$.

In this model and under the symmetry, $E$ divided by the total area is $\gamma(\hat n_0)$ itself, and subtracting it from the slab sum leaves $\gamma(-\hat n_0)$. For an atomistic tetrahedral cluster the bulk part must first be removed by subtracting $\sum_s N_s\mu_s$, as in (f). What remains also contains edge and corner energies, which this model leaves out. The counter-examples and the comments on calculations are ordinary reasoning alongside the theorems and were not run through Lean.

```lean
/-- The tetrahedron with vertices at minus the zinc-blende directions has triple product 16 and
energy `2√3` times the sum of `γ` over the four unit normals, or `8√3 γ` when these are equal. -/
theorem regular_tetrahedron_energy (γ : Vec → ℝ) :
    triple (-zb 0) (-zb 1) (-zb 2) (-zb 3) = 16 ∧
    surfaceEnergy γ (-zb 0) (-zb 1) (-zb 2) (-zb 3) =
      2 * Real.sqrt 3 * ∑ i, γ (dir (zb i)) ∧
    (ZBSymmetric γ → surfaceEnergy γ (-zb 0) (-zb 1) (-zb 2) (-zb 3) =
      8 * Real.sqrt 3 * γ (dir (zb 0))) := by
  have hT : triple (-zb 0) (-zb 1) (-zb 2) (-zb 3) = 16 := by
    simp only [triple, dotProduct, Fin.sum_univ_three]
    simp [cross_apply, zb]
    norm_num
  have hs : Real.sqrt 3 ≠ 0 := by positivity
  have hq : Real.sqrt 3 * Real.sqrt 3 = 3 := Real.mul_self_sqrt (by norm_num)
  have hp : 0 ≤ 2 * Real.sqrt 3 := by positivity
  have hf : ∀ i, facetEnergy γ ((2 : ℝ) • zb i) = 2 * Real.sqrt 3 * γ (dir (zb i)) := by
    intro i
    have hl : len (zb i) = Real.sqrt 3 := by rw [len, zb_dot_self]
    have hd : ((2 : ℝ) • zb i) ⬝ᵥ ((2 : ℝ) • zb i) = (2 * Real.sqrt 3) * (2 * Real.sqrt 3) := by
      simp only [smul_dotProduct, dotProduct_smul, smul_eq_mul, zb_dot_self]
      linear_combination (-4) * hq
    have hl2 : len ((2 : ℝ) • zb i) = 2 * Real.sqrt 3 := by
      rw [len, hd, Real.sqrt_mul_self hp]
    have hc : (2 * Real.sqrt 3)⁻¹ * 2 = (Real.sqrt 3)⁻¹ := by field_simp
    simp only [facetEnergy, dir, hl2, hl, smul_smul, hc]
  obtain ⟨h0, h1, h2, h3⟩ := face_dots (-zb 0) (-zb 1) (-zb 2) (-zb 3)
  have c0 : (0 : ℝ) < 16 / 2 := by norm_num
  have c1 : ¬ (0 : ℝ) < -16 / 2 := by norm_num
  rw [hT] at h0 h1 h2 h3
  -- the face opposite to the vertex -n has outward area vector 2 n
  have f : areaVec (-zb 1) (-zb 2) (-zb 3) = (2 : ℝ) • zb 0 ∧
      -areaVec (-zb 0) (-zb 2) (-zb 3) = (2 : ℝ) • zb 1 ∧
      areaVec (-zb 0) (-zb 1) (-zb 3) = (2 : ℝ) • zb 2 ∧
      -areaVec (-zb 0) (-zb 1) (-zb 2) = (2 : ℝ) • zb 3 := by
    refine ⟨?_, ?_, ?_, ?_⟩ <;> ext i <;> fin_cases i <;>
      simp [areaVec, cross_apply, zb] <;> norm_num
  have hE : surfaceEnergy γ (-zb 0) (-zb 1) (-zb 2) (-zb 3) =
      2 * Real.sqrt 3 * ∑ i, γ (dir (zb i)) := by
    unfold surfaceEnergy outwardArea
    rw [h0, h1, h2, h3]
    simp only [if_pos c0, if_neg c1]
    rw [f.1, f.2.1, f.2.2.1, f.2.2.2, hf, hf, hf, hf, Fin.sum_univ_four]
    ring
  refine ⟨hT, hE, fun h => ?_⟩
  rw [hE, Fin.sum_univ_four, h 1 0, h 2 0, h 3 0]
  ring

end

end PolarSurfaceEnergy
```

```lean
#print axioms PolarSurfaceEnergy.surfaceEnergy_shift
#print axioms PolarSurfaceEnergy.slabSum_shift
#print axioms PolarSurfaceEnergy.zbSymmetric_shift_iff
#print axioms PolarSurfaceEnergy.regular_tetrahedron_energy
```

```
'PolarSurfaceEnergy.surfaceEnergy_shift' depends on axioms: [propext, Classical.choice, Quot.sound]
'PolarSurfaceEnergy.slabSum_shift' depends on axioms: [propext, Classical.choice, Quot.sound]
'PolarSurfaceEnergy.zbSymmetric_shift_iff' depends on axioms: [propext, Classical.choice, Quot.sound]
'PolarSurfaceEnergy.regular_tetrahedron_energy' depends on axioms: [propext, Classical.choice, Quot.sound]
```
